# Averaged linear mixing has a 1/n error bound even at the stability limit, for linearised self-consistency with a symmetric positive-definite dielectric operator in finite dimension

**Q:** What do you take the dielectric operator to be? My SCF map is nonlinear, and my dielectric matrix isn't even symmetric.

**A:** I take a fixed linear operator $\varepsilon$ on a real vector space $E$ of densities, symmetric in the inner product of $E$. One SCF cycle turns an input density $x$ into an output density $F(x)$. Close to self-consistency the residual is, to first order, $F(x)-x=-(\varepsilon x-v)$ with a constant source $v$. Linear mixing with parameter $\alpha$ then reads
$$x\mapsto x+\alpha\,(F(x)-x)=x-\alpha(\varepsilon x-v).$$
The nonlinear remainder of $F$ is left out.

As for symmetry, the inner product is yours to choose. Without exchange-correlation, $\varepsilon=1-\chi_0K$, where $\chi_0$ is the independent-particle response and $K$ the Coulomb kernel. This is generally not symmetric in the ordinary inner product, but it is symmetric in $\langle f,Kg\rangle$, which is an inner product when $K$ is positive definite on the chosen space. The norms below are then Coulomb norms.

In Lean 4 with Mathlib:

```lean
import Mathlib

open Finset

namespace LinearMixingAverage

noncomputable section

variable {E : Type*} [NormedAddCommGroup E] [InnerProductSpace ℝ E]

/-- One linear-mixing update of the density `x`, with dielectric operator `eps`, mixing parameter
`α` and source `v`: the vector `eps x - v`, which is minus the linearised residual, is subtracted
with weight `α`. -/
def mixStep (eps : Module.End ℝ E) (α : ℝ) (v x : E) : E := x - α • (eps x - v)

/-- The error propagator `1 - α eps` of linear mixing. -/
def errorMap (eps : Module.End ℝ E) (α : ℝ) : Module.End ℝ E := 1 - α • eps

/-- The average of the linear-mixing errors number `0` to `n`, starting from the error `e`. -/
def meanError (eps : Module.End ℝ E) (α : ℝ) (e : E) (n : ℕ) : E :=
  ((n : ℝ) + 1)⁻¹ • ∑ k ∈ range (n + 1), (errorMap eps α ^ k) e
```

**Q:** So `mixStep` is that update. And the other two?

**A:** `errorMap` is $M=1-\alpha\varepsilon$, which propagates the error. `meanError` is the average of the $n+1$ errors $M^ke$ with $k=0,\dots,n$, where $e$ is the initial error. Starting the count at zero means that the average is never empty. `Module.End ℝ E` is the type of linear maps from $E$ to itself, and a power means repeated application.

**Q:** Derive the bound for me by hand first.

**A:** Let all eigenvalues of $\varepsilon$ lie in $[a,b]$, with $a>0$, $\alpha>0$ and $\alpha b\le2$. Expanding in an orthonormal eigenbasis gives $a\|x\|^2\le\langle x,\varepsilon x\rangle\le b\|x\|^2$ for every $x$.

First, no step enlarges an error. Positivity of $\varepsilon$ at the trial vector $x-\frac{\alpha}{2}\varepsilon x$ gives
$$0\le\langle x,\varepsilon x\rangle-\alpha\|\varepsilon x\|^2+\tfrac{\alpha^2}{4}\langle\varepsilon x,\varepsilon\varepsilon x\rangle.$$
The last term is at most $\frac{\alpha^2b}{4}\|\varepsilon x\|^2\le\frac{\alpha}{2}\|\varepsilon x\|^2$, so $\langle x,\varepsilon x\rangle\ge\frac{\alpha}{2}\|\varepsilon x\|^2$. Therefore
$$\|Mx\|^2=\|x\|^2-2\alpha\langle x,\varepsilon x\rangle+\alpha^2\|\varepsilon x\|^2\le\|x\|^2.$$

Second, let $S=\sum_{k=0}^{n}M^ke$. Since $\alpha\varepsilon=1-M$, the sum telescopes:
$$\alpha\varepsilon S=e-M^{n+1}e,\qquad \alpha\|\varepsilon S\|\le2\|e\|.$$

Third, $a\|S\|^2\le\langle S,\varepsilon S\rangle\le\|S\|\,\|\varepsilon S\|$, so $a\|S\|\le\|\varepsilon S\|$. Dividing by $n+1$ gives
$$\Big\|\frac{1}{n+1}\sum_{k=0}^{n}M^ke\Big\|\le\frac{2\|e\|}{(n+1)\,\alpha a}.$$

**Q:** Where is the first step in the code?

**A:** In `norm_error_le`, after a lemma that writes out $Mx$.

```lean
/-- One mixing step takes the error `x` to `x - α eps x`. -/
theorem errorMap_apply (eps : Module.End ℝ E) (α : ℝ) (x : E) :
    errorMap eps α x = x - α • eps x := by
  simp [errorMap]

/-- If `eps` is symmetric and positive semidefinite with Rayleigh quotients at most `b`, and
`0 ≤ α`, `α b ≤ 2`, then no number of mixing steps makes an error larger. -/
theorem norm_error_le {eps : Module.End ℝ E} {α b : ℝ} (hs : LinearMap.IsSymmetric eps)
    (hpos : ∀ x, 0 ≤ inner ℝ x (eps x)) (hb : ∀ x, inner ℝ x (eps x) ≤ b * ‖x‖ ^ 2)
    (hα : 0 ≤ α) (hαb : α * b ≤ 2) (k : ℕ) (e : E) :
    ‖(errorMap eps α ^ k) e‖ ≤ ‖e‖ := by
  have step : ∀ x, ‖errorMap eps α x‖ ≤ ‖x‖ := by
    intro x
    -- positivity of `eps` at the trial vector `x - (α/2) eps x`
    have hq := hpos (x - (α / 2) • eps x)
    have hr := hb (eps x)
    have hsym : inner ℝ x (eps (eps x)) = ‖eps x‖ ^ 2 := by
      rw [← hs x (eps x), real_inner_self_eq_norm_sq]
    simp only [map_sub, map_smul, inner_sub_left, inner_sub_right, real_inner_smul_left,
      real_inner_smul_right, hsym, real_inner_self_eq_norm_sq] at hq
    have h1 := mul_le_mul_of_nonneg_left hr (show 0 ≤ α ^ 2 / 4 by positivity)
    have h2 := mul_le_mul_of_nonneg_left hαb (show 0 ≤ α * ‖eps x‖ ^ 2 by positivity)
    have h3 : 0 ≤ inner ℝ x (eps x) - α / 2 * ‖eps x‖ ^ 2 := by nlinarith [hq, h1, h2]
    have h4 := mul_nonneg hα h3
    have hsq : ‖errorMap eps α x‖ ^ 2
        = ‖x‖ ^ 2 - 2 * (α * inner ℝ x (eps x)) + α ^ 2 * ‖eps x‖ ^ 2 := by
      rw [errorMap_apply, norm_sub_sq_real, real_inner_smul_right, norm_smul, mul_pow,
        Real.norm_eq_abs, sq_abs]
    refine (sq_le_sq₀ (norm_nonneg _) (norm_nonneg _)).1 ?_
    rw [hsq]
    nlinarith [h4]
  induction k with
  | zero => simp
  | succ k ih =>
    rw [pow_succ', Module.End.mul_apply]
    exact (step _).trans ih
```

The hypothesis `hq` is positivity at the trial vector. The terms `h1` and `h2` bring in the upper Rayleigh bound and $\alpha b\le2$, and `nlinarith` combines them into `h3`, the inequality $\langle x,\varepsilon x\rangle\ge\frac{\alpha}{2}\|\varepsilon x\|^2$. The expansion of $\|Mx\|^2$ is `hsq`. Induction on $k$ extends the one-step bound to all powers. This lemma only needs $\varepsilon$ to be positive semidefinite.

**Q:** And the telescoping?

**A:** It is an induction. Adding $M^ne$ to the sum adds $\alpha\varepsilon M^ne=M^ne-M^{n+1}e$ to the left side. The lemma sums the first $n$ errors, and the next theorem uses it with $n+1$.

```lean
/-- The sum of the first `n` errors telescopes: `α eps` applied to it is the initial error
minus the error after `n` steps. -/
theorem telescoping (eps : Module.End ℝ E) (α : ℝ) (e : E) (n : ℕ) :
    α • eps (∑ k ∈ range n, (errorMap eps α ^ k) e) = e - (errorMap eps α ^ n) e := by
  induction n with
  | zero => simp
  | succ n ih =>
    rw [sum_range_succ, map_add, smul_add, ih, pow_succ', Module.End.mul_apply, errorMap_apply]
    abel

/-- In any dimension: if `eps` is symmetric with Rayleigh quotients between `a > 0` and `b`, and
`α > 0`, `α b ≤ 2`, the mean of the errors `0` to `n` is at most `2‖e‖ / ((n+1) α a)`. -/
theorem norm_meanError_le_of_rayleigh {eps : Module.End ℝ E} {α a b : ℝ}
    (hs : LinearMap.IsSymmetric eps) (ha : 0 < a)
    (hlow : ∀ x, a * ‖x‖ ^ 2 ≤ inner ℝ x (eps x))
    (hb : ∀ x, inner ℝ x (eps x) ≤ b * ‖x‖ ^ 2)
    (hα : 0 < α) (hαb : α * b ≤ 2) (e : E) (n : ℕ) :
    ‖meanError eps α e n‖ ≤ 2 * ‖e‖ / (((n : ℝ) + 1) * α * a) := by
  have hpos : ∀ x, 0 ≤ inner ℝ x (eps x) := fun x => le_trans (by positivity) (hlow x)
  have htel := telescoping eps α e (n + 1)
  have hM := norm_error_le hs hpos hb hα.le hαb (n + 1) e
  unfold meanError
  generalize ∑ k ∈ range (n + 1), (errorMap eps α ^ k) e = S at htel ⊢
  -- the lower Rayleigh bound and Cauchy-Schwarz
  have hS : a * ‖S‖ ≤ ‖eps S‖ := by
    rcases (norm_nonneg S).eq_or_lt with h | h
    · rw [← h, mul_zero]
      exact norm_nonneg _
    · have hcs := (hlow S).trans (real_inner_le_norm S (eps S))
      refine le_of_mul_le_mul_left ?_ h
      linarith [hcs, show ‖S‖ * (a * ‖S‖) = a * ‖S‖ ^ 2 by ring]
  have hbound : α * ‖eps S‖ ≤ 2 * ‖e‖ := by
    have h1 : ‖α • eps S‖ = α * ‖eps S‖ := by
      rw [norm_smul, Real.norm_of_nonneg hα.le]
    rw [← h1, htel]
    linarith [norm_sub_le e ((errorMap eps α ^ (n + 1)) e)]
  have hn : ((n : ℝ) + 1)⁻¹ * ((n : ℝ) + 1) = 1 := inv_mul_cancel₀ (by positivity)
  rw [norm_smul, Real.norm_of_nonneg (by positivity), le_div_iff₀ (by positivity)]
  calc ((n : ℝ) + 1)⁻¹ * ‖S‖ * (((n : ℝ) + 1) * α * a) = α * (a * ‖S‖) := by
        linear_combination (‖S‖ * α * a) * hn
    _ ≤ α * ‖eps S‖ := mul_le_mul_of_nonneg_left hS hα.le
    _ ≤ 2 * ‖e‖ := hbound
```

In `norm_meanError_le_of_rayleigh`, `hS` is the Cauchy-Schwarz step, with $S=0$ treated separately because one divides by $\|S\|$. The triangle inequality gives `hbound`, and the closing `calc` chains the two. Dimension plays no part here, because the Rayleigh bounds are assumed directly.

**Q:** I know eigenvalues, not Rayleigh quotients.

**A:** Finite dimension supplies the link. With an orthonormal eigenbasis $u_i$ and eigenvalues $l_i$, one has $\langle x,\varepsilon x\rangle=\sum_il_i\langle u_i,x\rangle^2$ and $\|x\|^2=\sum_i\langle u_i,x\rangle^2$. These are `hform` and `hnorm`, and the sums are compared term by term.

```lean
/-- In finite dimension, if all eigenvalues of a symmetric `eps` lie in `[a, b]`, then
`⟨x, eps x⟩` lies between `a‖x‖²` and `b‖x‖²`. -/
theorem rayleigh_bounds [FiniteDimensional ℝ E] {eps : Module.End ℝ E} {a b : ℝ}
    (hs : LinearMap.IsSymmetric eps)
    (hspec : ∀ μ : ℝ, Module.End.HasEigenvalue eps μ → a ≤ μ ∧ μ ≤ b) (x : E) :
    a * ‖x‖ ^ 2 ≤ inner ℝ x (eps x) ∧ inner ℝ x (eps x) ≤ b * ‖x‖ ^ 2 := by
  obtain ⟨u, l, hu, hl⟩ : ∃ (u : OrthonormalBasis (Fin (Module.finrank ℝ E)) ℝ E)
      (l : Fin (Module.finrank ℝ E) → ℝ),
      (∀ i, eps (u i) = l i • u i) ∧ ∀ i, a ≤ l i ∧ l i ≤ b :=
    ⟨hs.eigenvectorBasis rfl, hs.eigenvalues rfl, fun i => hs.apply_eigenvectorBasis rfl i,
      fun i => hspec _ (hs.hasEigenvalue_eigenvalues rfl i)⟩
  -- expand both quadratic forms in the eigenbasis
  have hform : inner ℝ x (eps x) = ∑ i, l i * inner ℝ (u i) x ^ 2 := by
    rw [← u.sum_inner_mul_inner x (eps x)]
    refine sum_congr rfl fun i _ => ?_
    rw [← hs (u i) x, hu, real_inner_smul_left, real_inner_comm (u i) x]
    ring
  have hnorm : ‖x‖ ^ 2 = ∑ i, inner ℝ (u i) x ^ 2 := by
    rw [← real_inner_self_eq_norm_sq, ← u.sum_inner_mul_inner x x]
    refine sum_congr rfl fun i _ => ?_
    rw [real_inner_comm (u i) x]
    ring
  rw [hform, hnorm, mul_sum, mul_sum]
  exact ⟨sum_le_sum fun i _ => mul_le_mul_of_nonneg_right (hl i).1 (sq_nonneg _),
    sum_le_sum fun i _ => mul_le_mul_of_nonneg_right (hl i).2 (sq_nonneg _)⟩

/-- Let `eps` be symmetric in finite dimension with all eigenvalues in `[a, b]`, `a > 0`, and let
`α > 0`, `α b ≤ 2`. The mean of the errors `0` to `n` is at most `2‖e‖ / ((n+1) α a)`. -/
theorem norm_meanError_le [FiniteDimensional ℝ E] {eps : Module.End ℝ E} {α a b : ℝ}
    (hs : LinearMap.IsSymmetric eps) (ha : 0 < a)
    (hspec : ∀ μ : ℝ, Module.End.HasEigenvalue eps μ → a ≤ μ ∧ μ ≤ b)
    (hα : 0 < α) (hαb : α * b ≤ 2) (e : E) (n : ℕ) :
    ‖meanError eps α e n‖ ≤ 2 * ‖e‖ / (((n : ℝ) + 1) * α * a) :=
  norm_meanError_le_of_rayleigh hs ha (fun x => (rayleigh_bounds hs hspec x).1)
    (fun x => (rayleigh_bounds hs hspec x).2) hα hαb e n
```

In `norm_meanError_le`, `hs` says that $\varepsilon$ is symmetric and `hspec` that each of its eigenvalues lies in $[a,b]$. The conclusion is the bound derived above.

**Q:** What do $a>0$ and $\alpha b\le2$ mean physically?

**A:** An eigenvector of $\varepsilon$ with eigenvalue zero would be a density change that leaves the residual unaltered, so mixing could never remove it. The condition $a>0$ excludes such modes. The upper end $b$ bounds the most strongly screened mode, typically long-wavelength charge sloshing in a metal. The condition $\alpha b\le2$ says that the step may overshoot that mode by as much as its full amplitude, but no further.

**Q:** I mix densities, though, and I don't know the errors.

**A:** The averaged density needs no knowledge of them. If $\varepsilon x_*=v$, so that $x_*$ is self-consistent, then subtracting $x_*$ from one update gives
$$x_{k+1}-x_*=(x_k-x_*)-\alpha\varepsilon(x_k-x_*)=M(x_k-x_*),$$
and hence $x_k-x_*=M^k(x_0-x_*)$. The mean density minus $x_*$ is therefore the mean error.

```lean
/-- If `eps xs = v`, the density after `k` mixing steps differs from `xs` by the `k`-th power of
the error propagator applied to the initial error. -/
theorem iterate_sub (eps : Module.End ℝ E) (α : ℝ) {v xs : E} (hxs : eps xs = v) (x₀ : E)
    (k : ℕ) : (mixStep eps α v)^[k] x₀ - xs = (errorMap eps α ^ k) (x₀ - xs) := by
  subst hxs
  induction k with
  | zero => simp
  | succ k ih =>
    rw [Function.iterate_succ_apply', pow_succ', Module.End.mul_apply, ← ih, errorMap_apply,
      mixStep, map_sub]
    abel

/-- Let `eps` be symmetric in finite dimension with all eigenvalues in `[a, b]`, `a > 0`, and let
`α > 0`, `α b ≤ 2` and `eps xs = v`. The average of the densities `0` to `n` of linear mixing is
within `2‖x₀ - xs‖ / ((n+1) α a)` of the self-consistent density `xs`. -/
theorem norm_meanDensity_sub_le [FiniteDimensional ℝ E] {eps : Module.End ℝ E} {α a b : ℝ}
    (hs : LinearMap.IsSymmetric eps) (ha : 0 < a)
    (hspec : ∀ μ : ℝ, Module.End.HasEigenvalue eps μ → a ≤ μ ∧ μ ≤ b)
    (hα : 0 < α) (hαb : α * b ≤ 2) {v xs : E} (hxs : eps xs = v) (x₀ : E) (n : ℕ) :
    ‖((n : ℝ) + 1)⁻¹ • ∑ k ∈ range (n + 1), (mixStep eps α v)^[k] x₀ - xs‖
      ≤ 2 * ‖x₀ - xs‖ / (((n : ℝ) + 1) * α * a) := by
  have hsum : ∑ k ∈ range (n + 1), (errorMap eps α ^ k) (x₀ - xs)
      = ∑ k ∈ range (n + 1), ((mixStep eps α v)^[k] x₀ - xs) :=
    sum_congr rfl fun k _ => (iterate_sub eps α hxs x₀ k).symm
  have hn : ((n : ℝ) + 1)⁻¹ * ((n : ℝ) + 1) = 1 := inv_mul_cancel₀ (by positivity)
  have h := norm_meanError_le hs ha hspec hα hαb (x₀ - xs) n
  rw [meanError, hsum, sum_sub_distrib, sum_const, card_range, smul_sub,
    ← Nat.cast_smul_eq_nsmul ℝ, smul_smul, Nat.cast_add, Nat.cast_one, hn, one_smul] at h
  exact h
```

`iterate_sub` is the induction over steps; `(mixStep eps α v)^[k] x₀` is the density $x_k$. `norm_meanDensity_sub_le` rewrites the sum of errors as a sum of densities minus $n+1$ copies of $x_*$ and applies the previous bound. The self-consistent density enters as a given vector `xs` with the hypothesis `hxs`.

**Q:** What would this look like in an actual run?

**A:** In each cycle you build the Hamiltonian from $x_k$, diagonalise it, form the output density $F(x_k)$ and set $x_{k+1}=x_k+\alpha(F(x_k)-x_k)$. Alongside, you keep a running mean, starting from $\bar x_0=x_0$:
$$\bar x_n=\bar x_{n-1}+\frac{x_n-\bar x_{n-1}}{n+1}.$$
The mean is not fed back into the cycle. Take $a=1$, $b=20$ and $\alpha=0.1$ as an illustration, so that $\alpha b=2$. The bound is $20\,\|x_0-x_*\|/(n+1)$, which in the linear model guarantees an error of at most one per cent of the initial one after averaging 2000 densities. The effect of the nonlinear remainder in a real run is not covered by the bound.

**Q:** That is slow.

**A:** It is. When $\alpha b<2$ the latest density converges geometrically and eventually overtakes the mean, a comparison that I add without a formal proof. In this linearised model, averaging can help at or just below $\alpha b=2$, where the latest density may converge very slowly or not at all. Lowering $\alpha$ below $2/b$ instead makes the latest density itself converge geometrically. In the example above, $\alpha=2/21$ multiplies the error norm by at most $19/21$ per cycle, which brings it below one per cent of the initial one after 47 cycles.

**Q:** Is the 1/n rate real there, or an artefact of the estimate?

**A:** It is real. Let $\varepsilon e=be$ and $\alpha b=2$. Then $Me=e-2e=-e$, so the errors are $e,-e,e,\dots$ and never decay. Among the errors $0$ to $2m$ all but one cancel in pairs, and the mean is $e/(2m+1)$. Its norm is
$$\frac{\|e\|}{2m+1}=\frac{2\|e\|}{(2m+1)\,\alpha b},$$
which is the general bound with $a=b$. An even number of these errors averages to zero.

```lean
/-- If `eps e = b e` and `α b = 2`, the error only changes sign at each mixing step. -/
theorem sloshing {eps : Module.End ℝ E} {α b : ℝ} {e : E} (he : eps e = b • e)
    (hαb : α * b = 2) (k : ℕ) : (errorMap eps α ^ k) e = (-1 : ℝ) ^ k • e := by
  induction k with
  | zero => simp
  | succ k ih =>
    rw [pow_succ', Module.End.mul_apply, ih, map_smul, errorMap_apply, he, smul_smul, hαb]
    module

/-- If `eps e = b e` and `α b = 2`, the mean of the errors `0` to `2m` has norm exactly
`2‖e‖ / ((2m+1) α b)`, the value of the general bound at `a = b`. -/
theorem norm_meanError_sloshing {eps : Module.End ℝ E} {α b : ℝ} {e : E}
    (he : eps e = b • e) (hαb : α * b = 2) (m : ℕ) :
    ‖meanError eps α e (2 * m)‖ = 2 * ‖e‖ / ((((2 * m : ℕ) : ℝ) + 1) * α * b) := by
  -- consecutive errors cancel in pairs, and one is left over
  have hsum : ∑ k ∈ range (2 * m + 1), (errorMap eps α ^ k) e = e := by
    induction m with
    | zero => simp
    | succ m ih =>
      rw [show 2 * (m + 1) + 1 = 2 * m + 1 + 1 + 1 by ring, sum_range_succ, sum_range_succ, ih,
        sloshing he hαb, sloshing he hαb]
      module
  have hn : (((2 * m : ℕ) : ℝ) + 1) ≠ 0 := by positivity
  rw [meanError, hsum, norm_smul, Real.norm_of_nonneg (by positivity), mul_assoc _ α b, hαb]
  field_simp

end

end LinearMixingAverage
```

`sloshing` proves the alternation by induction. In `norm_meanError_sloshing`, `hsum` shows that the sum stays equal to $e$ each time two more errors are added, and the remaining lines take the norm and use $\alpha b=2$. For $\alpha b=2$ and an odd number of errors, equality with the general bound thus occurs when $\varepsilon$ is $b$ times the identity; if $a<b$, the norm of this mode's mean error is $a/b$ times the bound.

```lean
#print axioms LinearMixingAverage.norm_meanDensity_sub_le
#print axioms LinearMixingAverage.norm_meanError_sloshing
```

```
'LinearMixingAverage.norm_meanDensity_sub_le' depends on axioms: [propext, Classical.choice, Quot.sound]
'LinearMixingAverage.norm_meanError_sloshing' depends on axioms: [propext, Classical.choice, Quot.sound]
```
